# For a positive definite Hermitian matrix on a finite set of sites, the direct term exceeds the exchange term at distinct sites

The theorem `minor_pos` takes a Hermitian complex matrix K, indexed by a finite set of sites, with v†Kv > 0 for every nonzero vector v. It states that for distinct sites x and y the direct term K_xx K_yy is strictly greater than the exchange term |K_xy|²; the trace of K is not fixed. The proof first gets K_yy > 0 from the unit vector at y, then tests K on the vector v with entries K_yy at x, −K_yx at y and zero elsewhere. Since Kv vanishes at y, v†Kv equals K_yy (K_xx K_yy − |K_xy|²), and dividing by K_yy gives the claim. The vector v is not normalised, so the expectation value of K would be this number divided by v†v = K_yy² + |K_yx|², but only the sign is needed.

Lean 4 with Mathlib refuses this proof:

```lean
import Mathlib

open Matrix

namespace CanonicalExchangeHole

noncomputable section

variable {n : Type*} [Fintype n] [DecidableEq n]

/-- The direct term minus the exchange term, `K_xx K_yy - |K_xy|²`, with real parts taken of the
diagonal entries `K_xx` and `K_yy`. -/
def exchangeMinor (K : Matrix n n ℂ) (x y : n) : ℝ :=
  (K x x).re * (K y y).re - ‖K x y‖ ^ 2

omit [Fintype n] [DecidableEq n] in
/-- For Hermitian `K` the difference `K_xx K_yy - K_xy K_yx` is the real number
`K_xx K_yy - |K_xy|²`. -/
theorem minor_eq {K : Matrix n n ℂ} (hK : K.IsHermitian) (x y : n) :
    K x x * K y y - K x y * K y x = (exchangeMinor K x y : ℂ) := by
  have hre : ∀ z, ((K z z).re : ℂ) = K z z := fun z =>
    Complex.conj_eq_iff_re.mp (hK.apply z z)
  have h1 : K x y * K y x = ((‖K x y‖ ^ 2 : ℝ) : ℂ) := by
    rw [← hK.apply y x, ← Complex.normSq_eq_norm_sq]
    exact Complex.mul_conj _
  rw [h1, exchangeMinor, Complex.ofReal_sub, Complex.ofReal_mul, hre, hre]

/-- For a Hermitian `K` with strictly positive quadratic form, the direct term exceeds the
exchange term at distinct sites. -/
theorem minor_pos {K : Matrix n n ℂ} (hK : K.IsHermitian)
    (hp : ∀ v : n → ℂ, v ≠ 0 → 0 < (star v ⬝ᵥ (K *ᵥ v)).re) {x y : n} (hxy : x ≠ y) :
    0 < exchangeMinor K x y := by
  have hs : ∀ (z : n) (a : ℂ), star (Pi.single z a : n → ℂ) = Pi.single z (star a) := by
    intro z a
    ext i
    by_cases hi : i = z
    · subst hi; simp
    · simp [hi]
  have hy : 0 < (K y y).re := by
    have h1 := hp (Pi.single y 1) fun h0 => by simpa using congrFun h0 y
    rw [hs, single_dotProduct] at h1
    simpa using h1
  -- a state on the two sites whose image under K vanishes at y
  obtain ⟨v, hvd⟩ : ∃ v : n → ℂ, v = Pi.single x (K y y) - Pi.single y (K y x) := ⟨_, rfl⟩
  have hv : v ≠ 0 := fun h0 => by
    have h1 : K y y = 0 := by simpa [hvd, hxy] using congrFun h0 x
    simp [h1] at hy
  have hKv : ∀ z, (K *ᵥ v) z = K z x * K y y - K z y * K y x := fun z => by
    simp [hvd, Matrix.mulVec_sub, Matrix.mulVec_single]
  have h2 := hp v hv
  have h3 : star v ⬝ᵥ (K *ᵥ v) = star (K y y) * (exchangeMinor K x y : ℂ) := by
    have h4 : star v = Pi.single x (star (K y y)) - Pi.single y (star (K y x)) := by
      rw [hvd, star_sub, hs, hs]
    rw [h4, sub_dotProduct, single_dotProduct, single_dotProduct, hKv, hKv, ← minor_eq hK]
    ring
  rw [h3] at h2
  have h5 : 0 < (K y y).re * exchangeMinor K x y := by simpa using h2
  exact (mul_pos_iff_of_pos_left hy).mp h5

end

end CanonicalExchangeHole
```

Messages:

```
Main.lean:48:73: error: unsolved goals
n : Type u_1
inst✝¹ : Fintype n
inst✝ : DecidableEq n
K : Matrix n n ℂ
hK : K.IsHermitian
hp : ∀ (v : n → ℂ), v ≠ 0 → 0 < (star v ⬝ᵥ K *ᵥ v).re
x y : n
hxy : x ≠ y
hs : ∀ (z : n) (a : ℂ), star (Pi.single z a) = Pi.single z (star a)
hy : 0 < (K y y).re
v : n → ℂ
hvd : v = Pi.single x (K y y) - Pi.single y (K y x)
hv : v ≠ 0
z : n
⊢ K y y * K z x - K y x * K z y = K z x * K y y - K z y * K y x
```

Lean accepts the file once it reads:

```diff
@@ -41,5 +41,5 @@
     rw [hs, single_dotProduct] at h1
     simpa using h1
-  -- a state on the two sites whose image under K vanishes at y
+  -- a nonzero vector supported on the two sites, whose image under K vanishes at y
   obtain ⟨v, hvd⟩ : ∃ v : n → ℂ, v = Pi.single x (K y y) - Pi.single y (K y x) := ⟨_, rfl⟩
   have hv : v ≠ 0 := fun h0 => by
@@ -48,4 +48,5 @@
   have hKv : ∀ z, (K *ᵥ v) z = K z x * K y y - K z y * K y x := fun z => by
     simp [hvd, Matrix.mulVec_sub, Matrix.mulVec_single]
+    ring
   have h2 := hp v hv
   have h3 : star v ⬝ᵥ (K *ᵥ v) = star (K y y) * (exchangeMinor K x y : ℂ) := by
```

The one error is in `hKv`, the formula for the entries of Kv. There `simp` does expand the matrix-vector product, but it writes each coefficient of v to the left of the matrix entry, as in `K y y * K z x`, while the stated right-hand side has `K z x * K y y`. The goal that remains is therefore true, and its two sides differ only in the order of the factors. This call to `simp` does not reorder them, so the goal stays open.

The added `ring` closes it, because multiplication in ℂ is commutative and `ring` proves identities of this kind.

The other change, to a comment, is mere tidying and has no effect on the proof. The old comment called v a state, and the new one calls it a nonzero vector, which is more exact because v is not normalised.
